# Two finite families of real vectors have the same overlaps exactly when one orthogonal matrix maps one family to the other

The theorem `gramMatrix_eq_iff` takes two finite families of vectors in ℝⁿ, `u i` and `v i`, with the same labels, and says that their Gram matrices, the tables of all inner products within each family, are equal exactly when a single orthogonal matrix `Q` sends every `u i` to `v i`. In quantum mechanics these can be read as state vectors with real components, and the Gram matrix as their overlap matrix. The vectors need be neither normalised nor linearly independent, so the entries are plain inner products; for nonzero vectors, the overlap of the normalised states is `u i · u j` divided by the two lengths. From equal Gram matrices, the proof obtains a linear isometry of the whole space carrying each `u i` to `v i`, and shows that its matrix is orthogonal by checking that the columns are orthonormal. The converse uses the fact that orthogonal matrices preserve dot products.

In Lean, a first try:

```lean
import Mathlib

open Matrix

namespace GramMatrixEqIff

variable {ι : Type*} {n : ℕ}

/-- The Gram matrix of a family of vectors: the table of all inner products `u i · u j`. -/
def gramMatrix (u : ι → Fin n → ℝ) : Matrix ι ι ℝ :=
  Matrix.of fun i j => u i ⬝ᵥ u j

/-- An orthogonal matrix preserves the dot product of any two vectors. -/
theorem dotProduct_orthogonal {Q : Matrix (Fin n) (Fin n) ℝ}
    (hQ : Q ∈ Matrix.orthogonalGroup (Fin n) ℝ) (x y : Fin n → ℝ) :
    (Q *ᵥ x) ⬝ᵥ (Q *ᵥ y) = x ⬝ᵥ y := by
  have hT : Qᵀ = star Q := by
    ext i j
    simp [Matrix.star_apply]
  have h : Qᵀ * Q = 1 := by
    rw [hT]
    exact Matrix.mem_unitaryGroup_iff'.1 hQ
  rw [Matrix.dotProduct_mulVec, ← Matrix.mulVec_transpose, Matrix.mulVec_mulVec, h,
    Matrix.one_mulVec]

section Isometry

variable [Fintype ι] {V : Type*} [NormedAddCommGroup V] [InnerProductSpace ℝ V]

/-- If two families of vectors have the same inner products, then superpositions with the
same coefficients have the same length. -/
theorem norm_superposition (u v : ι → V)
    (h : ∀ i j, inner ℝ (u i) (u j) = inner ℝ (v i) (v j)) (c : ι → ℝ) :
    ‖∑ i, c i • u i‖ = ‖∑ i, c i • v i‖ := by
  have key : ‖∑ i, c i • u i‖ ^ 2 = ‖∑ i, c i • v i‖ ^ 2 := by
    rw [← real_inner_self_eq_norm_sq, ← real_inner_self_eq_norm_sq]
    simp only [sum_inner, inner_sum, real_inner_smul_left, real_inner_smul_right, h]
  exact (sq_eq_sq₀ (norm_nonneg _) (norm_nonneg _)).1 key

/-- In a finite-dimensional real inner product space, two finite families with the same inner
products are connected by a linear isometry of the whole space. -/
theorem exists_isometry [FiniteDimensional ℝ V] (u v : ι → V)
    (h : ∀ i j, inner ℝ (u i) (u j) = inner ℝ (v i) (v j)) :
    ∃ Φ : V →ₗᵢ[ℝ] V, ∀ i, Φ (u i) = v i := by
  classical
  let A := Fintype.linearCombination ℝ u
  let B := Fintype.linearCombination ℝ v
  have hAB : ∀ c, ‖A c‖ = ‖B c‖ := fun c => by
    simpa [A, B, Fintype.linearCombination_apply] using norm_superposition u v h c
  -- choose coefficients linearly for each vector in the span of the `u i`
  obtain ⟨g, hg⟩ := A.rangeRestrict.exists_rightInverse_of_surjective
    (LinearMap.range_rangeRestrict A)
  have hg' : ∀ x : LinearMap.range A, A (g x) = x := fun x =>
    congrArg Subtype.val (LinearMap.congr_fun hg x)
  -- the same coefficients applied to the `v i` define an isometry on that span
  let L : LinearMap.range A →ₗᵢ[ℝ] V := ⟨B ∘ₗ g, fun x => by
    change ‖B (g x)‖ = ‖(x : V)‖
    rw [← hAB, hg']⟩
  refine ⟨L.extend, fun i => ?_⟩
  have hu : A (Pi.single i 1) = u i := by
    simp [A, Fintype.linearCombination_apply, Pi.single_apply]
  have hv : B (Pi.single i 1) = v i := by
    simp [B, Fintype.linearCombination_apply, Pi.single_apply]
  let x : LinearMap.range A := ⟨u i, Pi.single i 1, hu⟩
  -- the choice of coefficients does not matter
  have hx : B (g x) = B (Pi.single i 1) := by
    rw [← sub_eq_zero, ← map_sub, ← norm_eq_zero, ← hAB, map_sub, hg', hu]
    simp [x]
  calc L.extend (u i) = L x := L.extend_apply x
    _ = B (Pi.single i 1) := hx
    _ = v i := hv

end Isometry

/-- Two finite families of vectors in `ℝⁿ` have the same inner products if and only if a single
orthogonal matrix carries each vector of the first to its partner in the second. -/
theorem gramMatrix_eq_iff [Fintype ι] (u v : ι → Fin n → ℝ) :
    gramMatrix u = gramMatrix v ↔
      ∃ Q ∈ Matrix.orthogonalGroup (Fin n) ℝ, ∀ i, Q *ᵥ u i = v i := by
  constructor
  · intro h
    have hin : ∀ x y : Fin n → ℝ,
        inner ℝ (WithLp.toLp 2 x : EuclideanSpace ℝ (Fin n)) (WithLp.toLp 2 y) = x ⬝ᵥ y := by
      intro x y
      simp [PiLp.inner_apply, dotProduct, mul_comm]
    obtain ⟨Φ, hΦ⟩ := exists_isometry
      (fun i => (WithLp.toLp 2 (u i) : EuclideanSpace ℝ (Fin n)))
      (fun i => WithLp.toLp 2 (v i))
      (fun i j => (hin _ _).trans ((congrFun (congrFun h i) j).trans (hin _ _).symm))
    let F : (Fin n → ℝ) →ₗ[ℝ] (Fin n → ℝ) :=
      { toFun := fun x => (Φ (WithLp.toLp 2 x)).ofLp
        map_add' := by intro x y; simp
        map_smul' := by intro c x; simp }
    have hF : ∀ x y, F x ⬝ᵥ F y = x ⬝ᵥ y := fun x y =>
      (hin _ _).symm.trans ((Φ.inner_map_map _ _).trans (hin _ _))
    have e : ∀ a i, LinearMap.toMatrix' F a i = F (Pi.single i 1) a := by
      intro a i
      rw [← LinearMap.toMatrix'_mulVec F, Matrix.mulVec_single_one]
      rfl
    refine ⟨LinearMap.toMatrix' F, Matrix.mem_unitaryGroup_iff'.2 ?_, fun i => ?_⟩
    · -- the columns of the matrix are orthonormal
      ext i j
      calc (star (LinearMap.toMatrix' F) * LinearMap.toMatrix' F) i j
          = F (Pi.single i 1) ⬝ᵥ F (Pi.single j 1) := by
            simp only [Matrix.mul_apply, Matrix.star_apply, star_trivial, dotProduct, e]
        _ = (Pi.single i 1 : Fin n → ℝ) ⬝ᵥ Pi.single j 1 := hF _ _
        _ = (1 : Matrix (Fin n) (Fin n) ℝ) i j := by
            simp [Matrix.one_apply, Pi.single_apply]
    · rw [LinearMap.toMatrix'_mulVec]
      exact congrArg WithLp.ofLp (hΦ i)
  · rintro ⟨Q, hQ, h⟩
    ext i j
    change u i ⬝ᵥ u j = v i ⬝ᵥ v j
    rw [← h i, ← h j, dotProduct_orthogonal hQ]

end GramMatrixEqIff
```

Compiling this gives:

```
Main.lean:107:50: error: unsolved goals
ι : Type u_1
n : ℕ
inst✝ : Fintype ι
u v : ι → Fin n → ℝ
h : gramMatrix u = gramMatrix v
hin : ∀ (x y : Fin n → ℝ), inner ℝ (WithLp.toLp 2 x) (WithLp.toLp 2 y) = x ⬝ᵥ y
Φ : WithLp 2 ((i : Fin n) → (fun x => ℝ) i) →ₗᵢ[ℝ] WithLp 2 ((i : Fin n) → (fun x => ℝ) i)
hΦ : ∀ (i : ι), Φ (WithLp.toLp 2 (u i)) = WithLp.toLp 2 (v i)
F : (Fin n → ℝ) →ₗ[ℝ] Fin n → ℝ := { toFun := fun x => (Φ (WithLp.toLp 2 x)).ofLp, map_add' := ⋯, map_smul' := ⋯ }
hF : ∀ (x y : Fin n → ℝ), F x ⬝ᵥ F y = x ⬝ᵥ y
e : ∀ (a i : Fin n), LinearMap.toMatrix' F a i = F (Pi.single i 1) a
i j : Fin n
⊢ (if j = i then 1 else 0) = if i = j then 1 else 0
```

Cause. The one error is in the last step of the orthonormality check, where the dot product of the standard basis vectors `Pi.single i 1` and `Pi.single j 1` must equal the `(i, j)` entry of the identity matrix. `simp` turns both sides into conditionals, but with the equality written in opposite directions: the left becomes `if j = i then 1 else 0`, the right `if i = j then 1 else 0`. The two have the same value, but `simp` was given no rule to turn one condition into the other, so it stopped there and Lean reported the goal as unsolved.

The repair adds `eq_comm (a := j) (b := i)`, which says that `j = i` holds exactly when `i = j`. `simp` uses it to rewrite the left condition, after which the two sides agree and the goal closes. Fixing `a` and `b` makes the rule apply only to `j = i`, so it can't turn `i = j` back again.

The mended proof, as a diff:

```diff
@@ -106,5 +106,5 @@
         _ = (Pi.single i 1 : Fin n → ℝ) ⬝ᵥ Pi.single j 1 := hF _ _
         _ = (1 : Matrix (Fin n) (Fin n) ℝ) i j := by
-            simp [Matrix.one_apply, Pi.single_apply]
+            simp [Matrix.one_apply, Pi.single_apply, eq_comm (a := j) (b := i)]
     · rw [LinearMap.toMatrix'_mulVec]
       exact congrArg WithLp.ofLp (hΦ i)
```
